# Exchange shifts the mean squared separation of two particles in orthonormal orbitals by $\mp 2\left|\sum_s \overline{f(s)}\,x(s)\,g(s)\right|^2$

**Q.** You represent two identical particles by a complex function $\psi(s,t)$ of two labelled sites. Identical particles carry no labels, so where is the physics of exchange?

**A.** It is in the symmetry of $\psi$. The labels $s$ and $t$ are the arguments of the wavefunction, and exchange multiplies the state by a sign $\varepsilon=\pm1$. The sites form a finite set `S`, and there is no spin variable, so $\psi$ is only the spatial part.

```lean
import Mathlib

open ComplexConjugate

namespace ExchangeSeparation

noncomputable section

variable {S : Type*} [Fintype S]
```

**Q.** And the orbitals?

**A.** They are functions $f,g$ from `S` to the complex numbers. Their overlap is $\langle f|g\rangle=\sum_s\overline{f(s)}\,g(s)$, conjugate-linear in the first slot.

```lean
/-- The overlap of two orbitals on a finite set of sites. -/
def overlap (f g : S → ℂ) : ℂ := ∑ s, conj (f s) * g s
```

Each site has a real position $x(s)$, and the transition moment is $T=\sum_s\overline{f(s)}\,x(s)\,g(s)$.

```lean
/-- The matrix element of the position between two orbitals. -/
def transitionMoment (x : S → ℝ) (f g : S → ℂ) : ℂ :=
  ∑ s, conj (f s) * (x s : ℂ) * g s
```

The distinguishable-particle reference is the product $f(s)g(t)$.

```lean
/-- The product state, with the first particle in `f` and the second in `g`. -/
def productState (f g : S → ℂ) (s t : S) : ℂ := f s * g t
```

The exchange state is $\psi_\varepsilon(s,t)=[f(s)g(t)+\varepsilon\,g(s)f(t)]/\sqrt2$. In Lean `ε` is a real number, and the theorems either assume `ε ^ 2 = 1` or set it to $\pm1$.

```lean
/-- The state `(fg + ε gf)/√2`, with exchange sign `ε`. -/
def exchangeState (ε : ℝ) (f g : S → ℂ) (s t : S) : ℂ :=
  (f s * g t + (ε : ℂ) * (g s * f t)) / (Real.sqrt 2 : ℂ)
```

**Q.** What counts as a mean?

**A.** For a real function $V(s,t)$ of the two positions, it is $\sum_{s,t}|\psi(s,t)|^2V(s,t)$. There is no division by the norm, so this is an expectation value only for a normalized state.

```lean
/-- The sum of a pair observable `V` over all site pairs, weighted by the pair density. -/
def pairMean (V : S → S → ℝ) (ψ : S → S → ℂ) : ℝ :=
  ∑ s, ∑ t, ‖ψ s t‖ ^ 2 * V s t
```

The squared separation is the case $V(s,t)=(x(s)-x(t))^2$.

```lean
/-- The squared separation summed over all site pairs, weighted by the pair density. For a
normalized state this is the mean squared separation. -/
def meanSqSep (x : S → ℝ) (ψ : S → S → ℂ) : ℝ :=
  pairMean (fun s t => (x s - x t) ^ 2) ψ
```

The remaining definition isolates what exchange adds:
$$K_V=\mathrm{Re}\sum_{s,t}\overline{f(s)}\,g(s)\,\overline{g(t)}\,f(t)\,V(s,t).$$

```lean
/-- The real part of the exchange integral of a pair observable `V`. -/
def exchangeIntegral (V : S → S → ℝ) (f g : S → ℂ) : ℝ :=
  (∑ s, ∑ t, conj (f s) * g s * (conj (g t) * f t) * (V s t : ℂ)).re
```

**Q.** Derive the shift for me, starting from the density.

**A.** Use $|a+\varepsilon b|^2=|a|^2+\varepsilon^2|b|^2+2\varepsilon\,\mathrm{Re}(\bar a b)$ with $a=f(s)g(t)$ and $b=g(s)f(t)$. Dividing by 2 and setting $\varepsilon^2=1$ gives
$$|\psi_\varepsilon(s,t)|^2=\tfrac12\left(|f(s)g(t)|^2+|g(s)f(t)|^2\right)+\varepsilon\,\mathrm{Re}\left[\overline{f(s)}\,g(s)\,\overline{g(t)}\,f(t)\right].$$
The Lean proof writes both sides in real and imaginary parts. Its `linear_combination` step then replaces $\varepsilon^2$ by 1 in the second direct term.

```lean
omit [Fintype S] in
/-- The pair density is the average of the two direct densities plus an interference term
carrying the exchange sign. -/
theorem density_exchangeState {ε : ℝ} (hε : ε ^ 2 = 1) (f g : S → ℂ) (s t : S) :
    ‖exchangeState ε f g s t‖ ^ 2 =
      (‖f s * g t‖ ^ 2 + ‖g s * f t‖ ^ 2) / 2
        + ε * (conj (f s) * g s * (conj (g t) * f t)).re := by
  have h2 : ‖(Real.sqrt 2 : ℂ)‖ ^ 2 = 2 := by
    rw [Complex.norm_real, Real.norm_eq_abs, sq_abs, Real.sq_sqrt (by norm_num)]
  rw [exchangeState, norm_div, div_pow, h2]
  simp only [Complex.sq_norm, Complex.normSq_apply, Complex.add_re, Complex.add_im,
    Complex.mul_re, Complex.mul_im, Complex.ofReal_re, Complex.ofReal_im,
    Complex.conj_re, Complex.conj_im]
  linear_combination (((g s).re ^ 2 + (g s).im ^ 2) *
    ((f t).re ^ 2 + (f t).im ^ 2) / 2) * hε
```

Now multiply by $V(s,t)$ and sum. If $V(s,t)=V(t,s)$, renaming $s\leftrightarrow t$ turns the second direct sum into the first, so the two halves add up to the product value $D_V$:
$$\langle V\rangle_\varepsilon=D_V+\varepsilon K_V.$$
In the proof, `split` inserts the density formula, and `swap` does the renaming by exchanging the order of summation and using `hV`.

```lean
/-- For a symmetric pair observable, the density-weighted sum in the exchange state (not divided by
the norm) is the product-state value plus the exchange sign times the exchange integral. -/
theorem pairMean_exchangeState {ε : ℝ} (hε : ε ^ 2 = 1) (V : S → S → ℝ)
    (hV : ∀ s t, V s t = V t s) (f g : S → ℂ) :
    pairMean V (exchangeState ε f g) =
      pairMean V (productState f g) + ε * exchangeIntegral V f g := by
  -- relabelling the particles identifies the two direct terms
  have swap : ∑ s, ∑ t, ‖g s * f t‖ ^ 2 * V s t = ∑ s, ∑ t, ‖f s * g t‖ ^ 2 * V s t := by
    rw [Finset.sum_comm]
    refine Finset.sum_congr rfl fun s _ => Finset.sum_congr rfl fun t _ => ?_
    rw [mul_comm (g t) (f s), hV t s]
  have split : pairMean V (exchangeState ε f g) =
      ∑ s, ∑ t, ((1 / 2 : ℝ) * (‖f s * g t‖ ^ 2 * V s t)
        + (1 / 2 : ℝ) * (‖g s * f t‖ ^ 2 * V s t)
        + ε * ((conj (f s) * g s * (conj (g t) * f t)).re * V s t)) := by
    refine Finset.sum_congr rfl fun s _ => Finset.sum_congr rfl fun t _ => ?_
    rw [density_exchangeState hε]
    ring
  rw [split]
  simp only [Finset.sum_add_distrib, ← Finset.mul_sum]
  rw [swap]
  simp only [pairMean, productState, exchangeIntegral, Complex.re_sum,
    Complex.re_mul_ofReal]
  ring
```

**Q.** Where does orthogonality enter?

**A.** When the square is expanded, $(x(s)-x(t))^2=x(s)^2+x(t)^2-2x(s)x(t)$, each term of the double sum factorises:
$$\begin{aligned}
x(s)^2:&\quad \Big(\sum_s\overline{f(s)}\,g(s)\,x(s)^2\Big)\langle g|f\rangle=0,\\
x(t)^2:&\quad \langle f|g\rangle\Big(\sum_t\overline{g(t)}\,f(t)\,x(t)^2\Big)=0,\\
-2x(s)x(t):&\quad -2\,T\,\overline T=-2|T|^2.
\end{aligned}$$
Hence $K=-2|T|^2$, and the mean squared separation is $D-2\varepsilon|T|^2$. The first line needs $\langle g|f\rangle=0$, which follows by conjugating $\langle f|g\rangle=0$.

```lean
/-- Orthogonality of two orbitals does not depend on their order. -/
theorem overlap_swap {f g : S → ℂ} (h : overlap f g = 0) : overlap g f = 0 := by
  have e : overlap g f = conj (overlap f g) := by
    simp only [overlap, map_sum, map_mul, Complex.conj_conj]
    exact Finset.sum_congr rfl fun s _ => mul_comm _ _
  rw [e, h, map_zero]
```

In the next proof, `factor` is this three-term factorisation, `hc` says that the reversed moment is $\overline T$, and `value` combines them.

```lean
/-- For orthogonal orbitals, the exchange integral of the squared separation is minus twice
the squared modulus of the transition moment. -/
theorem exchangeIntegral_sqSep (x : S → ℝ) {f g : S → ℂ} (h : overlap f g = 0) :
    exchangeIntegral (fun s t => (x s - x t) ^ 2) f g = -2 * ‖transitionMoment x f g‖ ^ 2 := by
  have hc : transitionMoment x g f = conj (transitionMoment x f g) := by
    simp only [transitionMoment, map_sum, map_mul, Complex.conj_conj, Complex.conj_ofReal]
    exact Finset.sum_congr rfl fun s _ => by ring
  -- expanding the square factorises the double sum into one-particle sums
  have factor : ∑ s, ∑ t, conj (f s) * g s * (conj (g t) * f t) *
      (((x s - x t) ^ 2 : ℝ) : ℂ) =
      (∑ s, conj (f s) * g s * (x s : ℂ) ^ 2) * overlap g f
        + overlap f g * (∑ t, conj (g t) * f t * (x t : ℂ) ^ 2)
        + (-2) * (transitionMoment x f g * transitionMoment x g f) := by
    simp only [overlap, transitionMoment, Finset.sum_mul_sum]
    simp only [Finset.mul_sum, ← Finset.sum_add_distrib]
    refine Finset.sum_congr rfl fun s _ => Finset.sum_congr rfl fun t _ => ?_
    push_cast
    ring
  have value : ∑ s, ∑ t, conj (f s) * g s * (conj (g t) * f t) *
      (((x s - x t) ^ 2 : ℝ) : ℂ) = ((-2 * ‖transitionMoment x f g‖ ^ 2 : ℝ) : ℂ) := by
    rw [factor, overlap_swap h, h, hc, Complex.mul_conj, Complex.normSq_eq_norm_sq]
    push_cast
    ring
  rw [exchangeIntegral, value, Complex.ofReal_re]
```

**Q.** I would have written $T^2$ for the cross term.

**A.** That works for real orbitals but can fail for complex ones. The $t$ factor is $\overline{g(t)}\,f(t)$, with the orbitals reversed, so it yields $\overline T$. As a check, replace $g$ by $ig$. The pair state only gains an overall phase, so no mean can change, yet $T^2$ changes sign while $|T|^2$ does not.

**Q.** Is $1/\sqrt2$ the right normalization?

**A.** For orthonormal orbitals, yes. Set $V=1$: the direct value is $\sum_s|f(s)|^2\sum_t|g(t)|^2=1$, and the exchange integral is $\mathrm{Re}(\langle f|g\rangle\langle g|f\rangle)=0$. The lemma computes these as `hD` and `hK`.

```lean
/-- For orthonormal orbitals and either exchange sign, the exchange state is normalized. -/
theorem exchangeState_normalized {ε : ℝ} (hε : ε ^ 2 = 1) {f g : S → ℂ}
    (hf : overlap f f = 1) (hg : overlap g g = 1) (h : overlap f g = 0) :
    ∑ s, ∑ t, ‖exchangeState ε f g s t‖ ^ 2 = 1 := by
  have norm_one : ∀ u : S → ℂ, overlap u u = 1 → ∑ s, ‖u s‖ ^ 2 = 1 := by
    intro u hu
    have e : overlap u u = ((∑ s, ‖u s‖ ^ 2 : ℝ) : ℂ) := by
      rw [overlap, Complex.ofReal_sum]
      refine Finset.sum_congr rfl fun s _ => ?_
      rw [mul_comm, Complex.mul_conj, Complex.normSq_eq_norm_sq]
    rw [e] at hu
    exact_mod_cast hu
  have key := pairMean_exchangeState hε (fun _ _ => 1) (fun _ _ => rfl) f g
  have hK : exchangeIntegral (fun _ _ => 1) f g = 0 := by
    have e : exchangeIntegral (fun _ _ => 1) f g = (overlap f g * overlap g f).re := by
      simp only [exchangeIntegral, overlap, Finset.sum_mul_sum, Complex.ofReal_one, mul_one]
    rw [e, h, zero_mul, Complex.zero_re]
  have hD : pairMean (fun _ _ => 1) (productState f g) = 1 := by
    simp only [pairMean, productState, norm_mul, mul_pow, mul_one]
    rw [← Finset.sum_mul_sum, norm_one f hf, norm_one g hg, one_mul]
  rw [hK, hD] at key
  simpa only [pairMean, mul_one, mul_zero, add_zero] using key
```

**Q.** What if I drop orthogonality?

**A.** Take one site at $x=1$ with $f=g=1$. The symmetric state has squared norm 2. Its squared separation is 0, but the formula would give $0-2=-2$.

**Q.** So what does the main theorem say?

**A.** Its hypotheses are $\langle f|f\rangle=\langle g|g\rangle=1$ and $\langle f|g\rangle=0$. It concludes that both exchange states are normalized, that the symmetric one has mean squared separation $D-2|T|^2$, and that the antisymmetric one has $D+2|T|^2$. The proof puts $\varepsilon=\pm1$ into the preceding results.

```lean
/-- For orthonormal orbitals, `(fg + gf)/√2` and `(fg - gf)/√2` are normalized, and their mean
squared separations are the product-state value minus and plus `2 |∑ conj(f) x g|²`. -/
theorem meanSqSep_exchange (x : S → ℝ) {f g : S → ℂ}
    (hf : overlap f f = 1) (hg : overlap g g = 1) (h : overlap f g = 0) :
    (∑ s, ∑ t, ‖exchangeState 1 f g s t‖ ^ 2 = 1 ∧
      meanSqSep x (exchangeState 1 f g) =
        meanSqSep x (productState f g) - 2 * ‖transitionMoment x f g‖ ^ 2) ∧
    (∑ s, ∑ t, ‖exchangeState (-1) f g s t‖ ^ 2 = 1 ∧
      meanSqSep x (exchangeState (-1) f g) =
        meanSqSep x (productState f g) + 2 * ‖transitionMoment x f g‖ ^ 2) := by
  refine ⟨⟨exchangeState_normalized (by norm_num) hf hg h, ?_⟩,
    ⟨exchangeState_normalized (by norm_num) hf hg h, ?_⟩⟩ <;>
  · unfold meanSqSep
    rw [pairMean_exchangeState (by norm_num) _ (fun s t => by ring),
      exchangeIntegral_sqSep x h]
    ring
```

For two electrons, the symmetric spatial state goes with the spin singlet and the antisymmetric one with the triplet. In this model, with both states built from the same two orthonormal orbitals on finitely many sites, the triplet pair is therefore never closer in mean square than the singlet pair. Nothing here covers how an interaction would reshape the orbitals.

**Q.** Two electrons in distant laboratories should not notice any of this.

**A.** If at every site $f(s)=0$ or $g(s)=0$, then $\overline{f(s)}\,g(s)=0$ everywhere and $K_V=0$. Exchange then drops out of the mean of every symmetric function of the two positions, not only the separation. Observables that are not functions of position, such as momentum correlations, are not addressed.

```lean
/-- For orbitals with disjoint supports, every symmetric pair observable has the same mean in
the exchange state as in the product state. -/
theorem pairMean_of_disjoint {ε : ℝ} (hε : ε ^ 2 = 1) (V : S → S → ℝ)
    (hV : ∀ s t, V s t = V t s) {f g : S → ℂ} (hd : ∀ s, f s = 0 ∨ g s = 0) :
    pairMean V (exchangeState ε f g) = pairMean V (productState f g) := by
  have hz : ∀ s, conj (f s) * g s = 0 := fun s => by
    rcases hd s with h | h <;> simp [h]
  rw [pairMean_exchangeState hε V hV]
  simp [exchangeIntegral, hz]
```

**Q.** Does an unchanged separation imply disjoint supports?

**A.** No. For orthogonal orbitals it is equivalent to $T=0$, because the shift is $-2\varepsilon|T|^2$ and $\varepsilon\neq0$. Overlapping orbitals can satisfy this: at positions $-1,0,1$, take $f=(1,\sqrt2,1)/2$ and $g=(1,-\sqrt2,1)/2$.

```lean
/-- For orthogonal orbitals, the mean squared separation equals the product-state value exactly
when the transition moment vanishes. -/
theorem meanSqSep_eq_iff {ε : ℝ} (hε : ε ^ 2 = 1) (x : S → ℝ) {f g : S → ℂ}
    (h : overlap f g = 0) :
    meanSqSep x (exchangeState ε f g) = meanSqSep x (productState f g) ↔
      transitionMoment x f g = 0 := by
  have h0 : ε ≠ 0 := by
    rintro rfl
    norm_num at hε
  unfold meanSqSep
  rw [pairMean_exchangeState hε _ (fun s t => by ring), exchangeIntegral_sqSep x h]
  simp [h0]
```

**Q.** Is the shift ever non-zero?

**A.** Yes. Place two sites at positions 0 and 1, with $f=(3/5,4/5)$ and $g=(4/5,-3/5)$. These are orthonormal, and $T=\tfrac45\cdot1\cdot(-\tfrac35)=-\tfrac{12}{25}$, so the shift has size $2|T|^2=288/625$. Lean evaluates the overlaps and the moment by direct arithmetic.

```lean
/-- The two-site orbitals `(3/5, 4/5)` and `(4/5, -3/5)` are orthonormal, and with sites at
positions 0 and 1 their transition moment is `-12/25`. -/
theorem orthonormal_witness :
    overlap ![(3 / 5 : ℂ), 4 / 5] ![3 / 5, 4 / 5] = 1 ∧
    overlap ![(4 / 5 : ℂ), -3 / 5] ![4 / 5, -3 / 5] = 1 ∧
    overlap ![(3 / 5 : ℂ), 4 / 5] ![4 / 5, -3 / 5] = 0 ∧
    transitionMoment ![0, 1] ![(3 / 5 : ℂ), 4 / 5] ![4 / 5, -3 / 5] = -12 / 25 := by
  refine ⟨?_, ?_, ?_, ?_⟩ <;>
    norm_num [overlap, transitionMoment, Fin.sum_univ_two, map_div₀, map_neg, map_ofNat]

end

end ExchangeSeparation
```

```lean
#print axioms ExchangeSeparation.meanSqSep_exchange
-- 'ExchangeSeparation.meanSqSep_exchange' depends on axioms: [propext, Classical.choice, Quot.sound]
#print axioms ExchangeSeparation.pairMean_of_disjoint
-- 'ExchangeSeparation.pairMean_of_disjoint' depends on axioms: [propext, Classical.choice, Quot.sound]
#print axioms ExchangeSeparation.meanSqSep_eq_iff
-- 'ExchangeSeparation.meanSqSep_eq_iff' depends on axioms: [propext, Classical.choice, Quot.sound]
```
